# A cation's bond-valence sum in a rigid regular octahedron has a strict local minimum at the centre when the bond length exceeds twice the softness

The valence of a bond is taken to fall exponentially with its length, and the softness is the stretch that divides it by $e$. Six anions of one kind are held fixed at the corners of a regular octahedron while the cation moves, and every bond length is the true distance in space. A shift along one axis therefore also lengthens the four bonds perpendicular to it, at second order, and this competes with the gain from the two bonds along the axis.

```lean
import Mathlib

open Filter Topology

namespace OctahedralOffCentring

noncomputable section
```

The file loads the library Mathlib and opens the notation for limits and neighbourhoods.

```lean
/-- Valence of a bond of length `R`, with reference length `R0` and softness `b`. -/
def bondValence (R0 b R : ℝ) : ℝ := Real.exp ((R0 - R) / b)
```

A `def` introduces a function. Here a bond of length $R$ has valence $s(R)=e^{(R_0-R)/b}$. The postulated constants are $R_0$, the length at which a bond has valence one, and the softness $b$, the stretch that reduces the valence by a factor $e$. All quantities are real numbers, with lengths in one common unit.

```lean
/-- Valence sum of a cation at `(x, y, z)` between six anions at `±L` on the three axes. -/
def valenceSum (R0 b L x y z : ℝ) : ℝ :=
  bondValence R0 b (√((x - L) ^ 2 + y ^ 2 + z ^ 2)) +
  bondValence R0 b (√((x + L) ^ 2 + y ^ 2 + z ^ 2)) +
  bondValence R0 b (√(x ^ 2 + (y - L) ^ 2 + z ^ 2)) +
  bondValence R0 b (√(x ^ 2 + (y + L) ^ 2 + z ^ 2)) +
  bondValence R0 b (√(x ^ 2 + y ^ 2 + (z - L) ^ 2)) +
  bondValence R0 b (√(x ^ 2 + y ^ 2 + (z + L) ^ 2))
```

The cation is at $(x,y,z)$, the anions at $\pm L$ on the axes. The valence sum $V(x,y,z)$ adds $s$ over the six distances.

```lean
/-- Bond valence as a function of the squared bond length `q`. -/
def shellValence (R0 b q : ℝ) : ℝ := bondValence R0 b (√q)
```

Squared distances are polynomials in the coordinates, so the valence is rewritten as $f(q)=s(\sqrt q)$.

```lean
/-- The expression for the slope of the bond valence in the squared bond length. -/
def shellSlope (R0 b q : ℝ) : ℝ := -1 / (2 * b) * (shellValence R0 b q / √q)
```

This names the expression $-f(q)/(2b\sqrt q)$, shown below to be $f'(q)$.

```lean
/-- The expression for the curvature of the bond valence in the squared length, at length `L`. -/
def shellCurvature (R0 b L : ℝ) : ℝ :=
  bondValence R0 b L * (1 / (4 * b ^ 2 * L ^ 2) + 1 / (4 * b * L ^ 3))
```

Likewise $c=s(L)\left(\frac{1}{4b^2L^2}+\frac{1}{4bL^3}\right)$ will be $f''(L^2)$.

```lean
/-- Squared distance to an anion after a displacement `t` whose direction has cosine `-k`
with the direction of that anion. -/
def sqDist (L k t : ℝ) : ℝ := L ^ 2 + 2 * L * k * t + t * t
```

After a displacement $t$ along a unit direction, the squared distance to an anion is $q_k(t)=L^2+2Lkt+t^2$. For the anions at $\pm L$ on the $x$ axis, $k=\mp u$, where $u$ is the direction's $x$ component.

## Derivatives along a line

```lean
/-- `shellSlope` is the derivative of the bond valence in the squared bond length. -/
theorem hasDerivAt_shellValence (R0 b : ℝ) {q : ℝ} (hq : 0 < q) :
    HasDerivAt (shellValence R0 b) (shellSlope R0 b q) q := by
  have h : HasDerivAt (shellValence R0 b) _ q :=
    (((Real.hasDerivAt_sqrt hq.ne').const_sub R0).div_const b).exp
  refine h.congr_deriv ?_
  simp only [shellSlope, shellValence, bondValence]
  ring
```

`HasDerivAt g m q` says that $g$ is differentiable at $q$ with derivative $m$. The chain rule gives
$$f'(q)=e^{(R_0-\sqrt q)/b}\cdot\left(-\frac1b\right)\cdot\frac1{2\sqrt q}.$$
Lean assembles this from library rules, and `ring` checks the algebra.

```lean
/-- `shellCurvature` is the derivative of the slope at bond length `L`. -/
theorem hasDerivAt_shellSlope (R0 : ℝ) {b L : ℝ} (hb : 0 < b) (hL : 0 < L) :
    HasDerivAt (shellSlope R0 b) (shellCurvature R0 b L) (L ^ 2) := by
  have hq : 0 < L ^ 2 := by positivity
  have h : HasDerivAt (shellSlope R0 b) _ (L ^ 2) :=
    ((hasDerivAt_shellValence R0 b hq).fun_div (Real.hasDerivAt_sqrt hq.ne')
      (Real.sqrt_pos.mpr hq).ne').const_mul (-1 / (2 * b))
  refine h.congr_deriv ?_
  simp only [shellSlope, shellValence, shellCurvature, Real.sqrt_sq hL.le]
  generalize bondValence R0 b L = e
  field_simp
  ring
```

The quotient rule gives
$$f''(q)=-\frac1{2b}\left(\frac{f'(q)}{\sqrt q}-\frac{f(q)}{2q^{3/2}}\right)=f(q)\left(\frac1{4b^2q}+\frac1{4bq^{3/2}}\right),$$
which equals $c$ at $q=L^2$. `field_simp` clears the denominators.

```lean
/-- Slope and curvature of the six bonds combine into one coefficient. -/
theorem coefficient_eq (R0 : ℝ) {b L : ℝ} (hb : 0 < b) (hL : 0 < L) :
    1 / b ^ 2 * (1 - 2 * b / L) * bondValence R0 b L =
      6 * shellSlope R0 b (L ^ 2) + 4 * L ^ 2 * shellCurvature R0 b L := by
  simp only [shellSlope, shellValence, shellCurvature, Real.sqrt_sq hL.le]
  generalize bondValence R0 b L = e
  field_simp
  ring
```

Call the left-hand side $K$. Substitution confirms it:
$$6f'(L^2)+4L^2c=s(L)\left(-\frac3{bL}+\frac1{b^2}+\frac1{bL}\right)=\frac1{b^2}\left(1-\frac{2b}{L}\right)s(L).$$

```lean
/-- First derivative near the centre, and second derivative at the centre, of the valence of
one bond when the cation moves along a line. -/
theorem bond_along_line (R0 : ℝ) {b L : ℝ} (hb : 0 < b) (hL : 0 < L) (k : ℝ) :
    (∀ᶠ t in 𝓝 (0 : ℝ), HasDerivAt (fun t => shellValence R0 b (sqDist L k t))
      (shellSlope R0 b (sqDist L k t) * (2 * L * k + 2 * t)) t) ∧
    HasDerivAt (fun t => shellSlope R0 b (sqDist L k t) * (2 * L * k + 2 * t))
      (shellCurvature R0 b L * (2 * L * k) ^ 2 + shellSlope R0 b (L ^ 2) * 2) 0 := by
  have hq : ∀ t, HasDerivAt (sqDist L k) (2 * L * k + 2 * t) t := fun t => by
    have h : HasDerivAt (sqDist L k) _ t :=
      (((hasDerivAt_id' t).const_mul (2 * L * k)).const_add (L ^ 2)).fun_add
        ((hasDerivAt_id' t).fun_mul (hasDerivAt_id' t))
    exact h.congr_deriv (by ring)
  have h0 : sqDist L k 0 = L ^ 2 := by unfold sqDist; ring
  have hc : Continuous (sqDist L k) := by unfold sqDist; fun_prop
  have hpos : ∀ᶠ t in 𝓝 (0 : ℝ), 0 < sqDist L k t :=
    (isOpen_lt continuous_const hc).mem_nhds (by
      show 0 < sqDist L k 0
      rw [h0]; positivity)
  constructor
  · filter_upwards [hpos] with t ht
    exact (hasDerivAt_shellValence R0 b ht).comp t (hq t)
  · have hS : HasDerivAt (shellSlope R0 b) (shellCurvature R0 b L) (sqDist L k 0) := by
      rw [h0]; exact hasDerivAt_shellSlope R0 hb hL
    have h := (hS.comp 0 (hq 0)).fun_mul
      (((hasDerivAt_id' (0 : ℝ)).const_mul 2).const_add (2 * L * k))
    refine h.congr_deriv ?_
    simp only [Function.comp_apply, h0]
    ring
```

The symbol `∀ᶠ t in 𝓝 0` means "for all $t$ close enough to 0". There $q_k(t)>0$, so the bond's valence has derivative $f'(q_k)(2Lk+2t)$. Differentiating again at $t=0$ gives $4L^2k^2c+2f'(L^2)$.

```lean
/-- Along every unit direction `(u, v, w)` the valence sum has the same second derivative at
the centre, and it is positive exactly when `L > 2b`. -/
theorem valenceSum_second_deriv (R0 : ℝ) {b L u v w : ℝ} (hb : 0 < b) (hL : 0 < L)
    (hd : u ^ 2 + v ^ 2 + w ^ 2 = 1) :
    HasDerivAt (deriv fun t => valenceSum R0 b L (t * u) (t * v) (t * w))
      (2 / b ^ 2 * (1 - 2 * b / L) * bondValence R0 b L) 0 ∧
    (0 < 2 / b ^ 2 * (1 - 2 * b / L) * bondValence R0 b L ↔ 2 * b < L) := by
  constructor
  · have hV : (fun t => valenceSum R0 b L (t * u) (t * v) (t * w)) = fun t =>
        shellValence R0 b (sqDist L (-u) t) + shellValence R0 b (sqDist L u t) +
        shellValence R0 b (sqDist L (-v) t) + shellValence R0 b (sqDist L v t) +
        shellValence R0 b (sqDist L (-w) t) + shellValence R0 b (sqDist L w t) := by
      funext t
      simp only [valenceSum, shellValence, sqDist]
      congr 1
      · congr 1
        · congr 1
          · congr 1
            · congr 1
              · congr 2; linear_combination t ^ 2 * hd
              · congr 2; linear_combination t ^ 2 * hd
            · congr 2; linear_combination t ^ 2 * hd
          · congr 2; linear_combination t ^ 2 * hd
        · congr 2; linear_combination t ^ 2 * hd
      · congr 2; linear_combination t ^ 2 * hd
    rw [hV]
    have B := bond_along_line R0 hb hL
    have h := (((((B (-u)).2.fun_add (B u).2).fun_add (B (-v)).2).fun_add (B v).2).fun_add
      (B (-w)).2).fun_add (B w).2
    refine (h.congr_of_eventuallyEq ?_).congr_deriv ?_
    · filter_upwards [(B (-u)).1, (B u).1, (B (-v)).1, (B v).1, (B (-w)).1, (B w).1]
        with t a1 a2 a3 a4 a5 a6
      exact (((((a1.fun_add a2).fun_add a3).fun_add a4).fun_add a5).fun_add a6).deriv
    · -- the squared direction cosines add up to one
      linear_combination 8 * L ^ 2 * shellCurvature R0 b L * hd - 2 * coefficient_eq R0 hb hL
  · have he : 0 < bondValence R0 b L := Real.exp_pos _
    have h : 2 / b ^ 2 * (1 - 2 * b / L) * bondValence R0 b L =
        2 * bondValence R0 b L / (b ^ 2 * L) * (L - 2 * b) := by
      field_simp
    rw [h, mul_pos_iff_of_pos_left (by positivity), sub_pos]
```

For a unit direction $(u,v,w)$, adding the six bonds gives
$$8L^2c\,(u^2+v^2+w^2)+12f'(L^2)=2K=\frac2{b^2}\left(1-\frac{2b}{L}\right)s(L).$$
The direction disappears because its squared components add to one. `linear_combination` performs this step, using the hypothesis `hd`. The second claim, with `↔` for "if and only if", follows by writing $2K$ as a positive factor times $L-2b$.

## From lines to all displacements

```lean
/-- Second-order expansion of a function on the positive axis, with remainder at most `ε w²`. -/
theorem second_order_expansion {f f' : ℝ → ℝ} {a c ε : ℝ}
    (hf : ∀ q, 0 < q → HasDerivAt f (f' q) q) (h2 : HasDerivAt f' c a) (ha : 0 < a)
    (hε : 0 < ε) : ∃ δ > 0, ∀ w, |w| < δ →
      |f (a + w) - f a - f' a * w - c / 2 * w ^ 2| ≤ ε * w ^ 2 := by
  obtain ⟨δ, hδ, H⟩ := Metric.eventually_nhds_iff.mp ((hasDerivAt_iff_isLittleO.mp h2).def hε)
  refine ⟨min δ a, lt_min hδ ha, fun w hw => ?_⟩
  obtain ⟨hw1, hw2⟩ := lt_min_iff.mp hw
  -- mean value inequality for the remainder on `[-|w|, |w|]`
  have hM : ‖(f (a + w) - f' a * w - c / 2 * (w * w)) -
      (f (a + 0) - f' a * 0 - c / 2 * (0 * 0))‖ ≤ ε * |w| * ‖w - 0‖ := by
    refine Convex.norm_image_sub_le_of_norm_hasDerivWithin_le
      (f := fun v => f (a + v) - f' a * v - c / 2 * (v * v))
      (f' := fun v => f' (a + v) - f' a - v * c) (s := Set.Icc (-|w|) |w|)
      (fun v hv => ?_) (fun v hv => ?_) (convex_Icc _ _)
      ⟨by linarith [abs_nonneg w], abs_nonneg w⟩ ⟨neg_abs_le w, le_abs_self w⟩
    · have h1 := HasDerivAt.comp_const_add a v (hf (a + v) (by linarith [hv.1]))
      have h3 := (h1.fun_sub ((hasDerivAt_id' v).const_mul (f' a))).fun_sub
        (((hasDerivAt_id' v).fun_mul (hasDerivAt_id' v)).const_mul (c / 2))
      exact (h3.congr_deriv (by ring)).hasDerivWithinAt
    · have hv' : |v| ≤ |w| := abs_le.mpr ⟨hv.1, hv.2⟩
      have h := H (y := a + v) (by rw [Real.dist_eq, add_sub_cancel_left]; linarith)
      simp only [add_sub_cancel_left, smul_eq_mul, Real.norm_eq_abs] at h
      exact h.trans (mul_le_mul_of_nonneg_left hv' hε.le)
  simp only [Real.norm_eq_abs, sub_zero, add_zero, mul_zero] at hM
  calc _ = |f (a + w) - f' a * w - c / 2 * (w * w) - f a| := by congr 1; ring
    _ ≤ ε * |w| * |w| := hM
    _ = ε * w ^ 2 := by rw [mul_assoc, abs_mul_abs_self]; ring
```

A positive second derivative along each line does not by itself provide one neighbourhood that serves all directions. This lemma supplies the control needed. For a general function $f$ and $a>0$, put $\rho(v)=f(a+v)-f'(a)v-\frac c2v^2$. Then $\rho'(v)=f'(a+v)-f'(a)-cv$, which is at most $\varepsilon|v|$ in size near 0, because $f'$ has derivative $c$ at $a$. The mean value inequality gives $|\rho(w)-\rho(0)|\le\varepsilon w^2$.

```lean
/-- Near the centre the valence sum changes by an isotropic quadratic term, up to an error of at
most `ε` times the squared displacement. -/
theorem valenceSum_expansion (R0 : ℝ) {b L ε : ℝ} (hb : 0 < b) (hL : 0 < L) (hε : 0 < ε) :
    ∃ δ > 0, ∀ x y z : ℝ, x ^ 2 + y ^ 2 + z ^ 2 < δ ^ 2 →
      |valenceSum R0 b L x y z - 6 * bondValence R0 b L -
        1 / b ^ 2 * (1 - 2 * b / L) * bondValence R0 b L * (x ^ 2 + y ^ 2 + z ^ 2)| ≤
      ε * (x ^ 2 + y ^ 2 + z ^ 2) := by
  obtain ⟨E, hE0, hE⟩ : ∃ E : ℝ, 0 < E ∧ E * (28 * L ^ 2) = ε :=
    ⟨ε / (28 * L ^ 2), by positivity, by field_simp⟩
  obtain ⟨δ₀, hδ₀, H⟩ := second_order_expansion
    (fun q hq => hasDerivAt_shellValence R0 b hq) (hasDerivAt_shellSlope R0 hb hL)
    (by positivity) hE0
  have hK := coefficient_eq R0 hb hL
  have hc : 0 < shellCurvature R0 b L := mul_pos (Real.exp_pos _) (by positivity)
  have hs : shellValence R0 b (L ^ 2) = bondValence R0 b L := by
    rw [shellValence, Real.sqrt_sq hL.le]
  generalize shellCurvature R0 b L = c at H hK hc
  have hδ : 0 < min (min L (δ₀ / (3 * L))) (ε / (6 * c * L)) :=
    lt_min (lt_min hL (by positivity)) (by positivity)
  refine ⟨_, hδ, fun x y z h => ?_⟩
  obtain ⟨r, hr0, hr2, hr⟩ : ∃ r : ℝ, 0 ≤ r ∧ r ^ 2 = x ^ 2 + y ^ 2 + z ^ 2 ∧
      r < min (min L (δ₀ / (3 * L))) (ε / (6 * c * L)) :=
    ⟨√(x ^ 2 + y ^ 2 + z ^ 2), Real.sqrt_nonneg _, Real.sq_sqrt (by positivity),
      (Real.sqrt_lt' hδ).mpr h⟩
  rw [lt_min_iff, lt_min_iff, lt_div_iff₀ (by positivity), lt_div_iff₀ (by positivity)] at hr
  obtain ⟨⟨h1, h2⟩, h3⟩ := hr
  -- the expansion applies to each of the six bonds
  have hB : ∀ t q : ℝ, t ^ 2 ≤ r ^ 2 → q = L ^ 2 + (2 * L * t + r ^ 2) →
      |bondValence R0 b (√q) - bondValence R0 b L - shellSlope R0 b (L ^ 2) *
        (2 * L * t + r ^ 2) - c / 2 * (2 * L * t + r ^ 2) ^ 2| ≤
        E * (2 * L * t + r ^ 2) ^ 2 := by
    intro t q ht hq
    obtain ⟨t1, t2⟩ := abs_le_of_sq_le_sq' ht hr0
    have a1 := mul_le_mul_of_nonneg_left t1 hL.le
    have a2 := mul_le_mul_of_nonneg_left t2 hL.le
    have a3 := mul_le_mul_of_nonneg_right h1.le hr0
    have a4 := mul_nonneg hL.le hr0
    have h' := H (2 * L * t + r ^ 2) (abs_lt.mpr ⟨by nlinarith, by nlinarith⟩)
    rw [hs, ← hq] at h'
    exact h'
  have sx := sq_nonneg x
  have sy := sq_nonneg y
  have sz := sq_nonneg z
  have p1 := abs_le.mp (hB (-x) ((x - L) ^ 2 + y ^ 2 + z ^ 2) (by linarith) (by linarith))
  have p2 := abs_le.mp (hB x ((x + L) ^ 2 + y ^ 2 + z ^ 2) (by linarith) (by linarith))
  have p3 := abs_le.mp (hB (-y) (x ^ 2 + (y - L) ^ 2 + z ^ 2) (by linarith) (by linarith))
  have p4 := abs_le.mp (hB y (x ^ 2 + (y + L) ^ 2 + z ^ 2) (by linarith) (by linarith))
  have p5 := abs_le.mp (hB (-z) (x ^ 2 + y ^ 2 + (z - L) ^ 2) (by linarith) (by linarith))
  have p6 := abs_le.mp (hB z (x ^ 2 + y ^ 2 + (z + L) ^ 2) (by linarith) (by linarith))
  -- the quartic leftovers are small
  have h4 : r ^ 4 ≤ L ^ 2 * r ^ 2 := by
    have := mul_le_mul_of_nonneg_right (pow_le_pow_left₀ hr0 h1.le 2) (sq_nonneg r)
    linarith
  have h5 : E * (8 * L ^ 2 * r ^ 2 + 6 * r ^ 4) ≤ ε / 2 * r ^ 2 := by
    have := mul_le_mul_of_nonneg_left h4 hE0.le
    rw [← hE]; linarith
  have h6 : 3 * c * r ^ 4 ≤ ε / 2 * r ^ 2 := by
    have h7 : 3 * c * r ^ 2 ≤ ε / 2 := by
      have := mul_le_mul_of_nonneg_left h1.le (mul_nonneg hc.le hr0)
      linarith
    have := mul_le_mul_of_nonneg_right h7 (sq_nonneg r)
    linarith
  have h8 : 0 ≤ c * r ^ 4 := by positivity
  have q1 : c * L ^ 2 * r ^ 2 = c * L ^ 2 * (x ^ 2 + y ^ 2 + z ^ 2) := by rw [hr2]
  have q2 : E * L ^ 2 * r ^ 2 = E * L ^ 2 * (x ^ 2 + y ^ 2 + z ^ 2) := by rw [hr2]
  rw [← hr2, hK]
  unfold valenceSum
  rw [abs_le]
  constructor <;> linarith [p1.1, p2.1, p3.1, p4.1, p5.1, p6.1, p1.2, p2.2, p3.2, p4.2, p5.2, p6.2]
```

With $r^2=x^2+y^2+z^2$, the six changes in squared distance are $w_i=2Lt_i+r^2$, where $t_i$ runs through $\pm x,\pm y,\pm z$. The linear terms cancel in pairs:
$$\sum_i w_i=6r^2,\qquad \sum_i w_i^2=8L^2r^2+6r^4.$$
The previous lemma, with error constant $E$, then gives
$$V-6s(L)=Kr^2+3cr^4+\text{error},\qquad |\text{error}|\le E(8L^2r^2+6r^4).$$
Lean chooses $E=\varepsilon/(28L^2)$ and $r$ small enough that the quartic term and the error are each at most $\frac\varepsilon2r^2$. In the code, `hB` treats one bond, `p1` to `p6` apply it to all six, and `linarith` adds the inequalities.

```lean
/-- At the centre all six bonds have length `L`. -/
theorem valenceSum_centre (R0 b : ℝ) {L : ℝ} (hL : 0 < L) :
    valenceSum R0 b L 0 0 0 = 6 * bondValence R0 b L := by
  have h1 : √((0 - L) ^ 2) = L := by rw [zero_sub, neg_sq, Real.sqrt_sq hL.le]
  have h2 : √((0 + L) ^ 2) = L := by rw [zero_add, Real.sqrt_sq hL.le]
  have h0 : (0 : ℝ) ^ 2 = 0 := by norm_num
  simp only [valenceSum, h0, add_zero, zero_add (_ ^ 2), h1, h2]
  ring
```

At the centre every distance is $L$, so $V(0,0,0)=6s(L)$.

## The sign decides

```lean
/-- If `L > 2b`, every small nonzero displacement in space raises the valence sum: the centre
is a strict local minimum. -/
theorem centre_strict_min (R0 : ℝ) {b L : ℝ} (hb : 0 < b) (h : 2 * b < L) :
    ∃ δ > 0, ∀ x y z : ℝ, 0 < x ^ 2 + y ^ 2 + z ^ 2 → x ^ 2 + y ^ 2 + z ^ 2 < δ ^ 2 →
      valenceSum R0 b L 0 0 0 < valenceSum R0 b L x y z := by
  have hL : 0 < L := by linarith
  have hK : 0 < 1 / b ^ 2 * (1 - 2 * b / L) * bondValence R0 b L :=
    mul_pos (mul_pos (by positivity) (sub_pos.mpr ((div_lt_one hL).mpr h))) (Real.exp_pos _)
  obtain ⟨δ, hδ, H⟩ := valenceSum_expansion R0 hb hL (half_pos hK)
  refine ⟨δ, hδ, fun x y z h0 h1 => ?_⟩
  have h2 := (abs_le.mp (H x y z h1)).1
  have h3 := mul_pos hK h0
  rw [valenceSum_centre R0 b hL]
  linarith
```

If $L>2b$, then $K>0$. Taking $\varepsilon=K/2$ in the expansion gives $V-V(0,0,0)\ge\frac K2r^2>0$ for every small nonzero displacement.

```lean
/-- If `L < 2b`, every small nonzero displacement in space lowers the valence sum: the centre
is a strict local maximum. -/
theorem centre_strict_max (R0 : ℝ) {b L : ℝ} (hL : 0 < L) (h : L < 2 * b) :
    ∃ δ > 0, ∀ x y z : ℝ, 0 < x ^ 2 + y ^ 2 + z ^ 2 → x ^ 2 + y ^ 2 + z ^ 2 < δ ^ 2 →
      valenceSum R0 b L x y z < valenceSum R0 b L 0 0 0 := by
  have hb : 0 < b := by linarith
  have hK : 1 / b ^ 2 * (1 - 2 * b / L) * bondValence R0 b L < 0 :=
    mul_neg_of_neg_of_pos (mul_neg_of_pos_of_neg (by positivity)
      (sub_neg.mpr ((one_lt_div hL).mpr h))) (Real.exp_pos _)
  obtain ⟨δ, hδ, H⟩ := valenceSum_expansion R0 hb hL (half_pos (neg_pos.mpr hK))
  refine ⟨δ, hδ, fun x y z h0 h1 => ?_⟩
  have h2 := (abs_le.mp (H x y z h1)).2
  have h3 := mul_neg_of_neg_of_pos hK h0
  rw [valenceSum_centre R0 b hL]
  linarith

end

end OctahedralOffCentring
```

If $L<2b$, then $K<0$, and $\varepsilon=-K/2$ gives $V-V(0,0,0)\le\frac K2r^2<0$.

The condition $L>2b$ in the minimum theorem therefore cannot be dropped. For a mathematical illustration, not a realistic bond (the softness equals the whole bond length), take $b=L=1$ and move along $x$:
$$V(x,0,0)=e^{R_0}\left(2e^{-1}\cosh x+4e^{-\sqrt{1+x^2}}\right)\quad(|x|<1).$$
Its second derivative at 0 is $e^{R_0-1}(2-4)<0$: the four perpendicular bonds lose more than the axial pair gains. At $L=2b$ the quadratic term vanishes, and neither theorem applies.

For structure checks by bond valence, the result says that a cation underbonded at the centre of a rigid, regular octahedron with $L>2b$ can raise its valence sum by a small shift in any direction. The valence sum is not an energy, so its minimum does not by itself decide mechanical stability; anion relaxation and electronic driving forces are absent from the model.

```lean
#print axioms OctahedralOffCentring.valenceSum_second_deriv
#print axioms OctahedralOffCentring.centre_strict_min
#print axioms OctahedralOffCentring.centre_strict_max
```

```
'OctahedralOffCentring.valenceSum_second_deriv' depends on axioms: [propext, Classical.choice, Quot.sound]
'OctahedralOffCentring.centre_strict_min' depends on axioms: [propext, Classical.choice, Quot.sound]
'OctahedralOffCentring.centre_strict_max' depends on axioms: [propext, Classical.choice, Quot.sound]
```
